# For orthonormal orbitals on a finite grid with a positive definite repulsion, the open-shell singlet-triplet splitting is 2K and vanishes exactly when the orbitals are disjoint

## Two electrons in two orbitals

In the simplest model of a diradical, two electrons occupy two orbitals f and g, one electron in each. Their spins can couple to a singlet or to a triplet. The singlet-triplet splitting is the singlet energy minus the triplet energy, so a positive value means that the triplet lies lower.

The orbitals are real functions on a finite set of grid points, with ⟨f|g⟩ = ∑ x, f(x)g(x), and they are orthonormal:

⟨f|f⟩ = ⟨g|g⟩ = 1, ⟨f|g⟩ = 0.

The Hamiltonian is H = h(1) + h(2) + V(1,2), where h is a one-electron matrix and V(x,y) is the interaction energy of one electron at x with the other at y. Since H doesn't act on spin, only the spatial wavefunctions are needed. For a real number s, put

Ψₛ(x,y) = f(x)g(y) + s g(x)f(y).

The symmetric function Ψ₊, with s = 1, belongs to the singlet, and the antisymmetric Ψ₋, with s = −1, to the triplet. Their energies E₊ and E₋ are the expectation values ⟨Ψ|H|Ψ⟩/⟨Ψ|Ψ⟩. The overlap density is ρ(x) = f(x)g(x), and the exchange integral is its interaction with itself:

K = ∑ x, ∑ y, ρ(x) V(x,y) ρ(y).

The matrix V is positive definite if it is symmetric and ∑ x, ∑ y, r(x)V(x,y)r(y) > 0 for every nonzero real r. Physically, every nonzero charge distribution on the grid, of whatever signs, has a positive self-energy. The Coulomb repulsion in continuous space has this property; for a grid matrix it depends on the values chosen for V(x,x).

**Claim.** For orthonormal f and g, E₊ − E₋ = 2K. If V is positive definite, this splitting is nonnegative, and it is zero if and only if f(x)g(x) = 0 at every grid point.

## The splitting from the two expectation values

Squaring Ψₛ and summing over both coordinates gives

⟨Ψₛ|Ψₛ⟩ = ⟨f|f⟩⟨g|g⟩ + s²⟨g|g⟩⟨f|f⟩ + 2s⟨f|g⟩² = 1 + s².

Both spin states therefore have squared norm 2, and the normalised wavefunctions are Ψ₊/√2 and Ψ₋/√2.

The Hamiltonian acts on Ψₛ as

HΨₛ(x,y) = (hf)(x)g(y) + s(hg)(x)f(y) + f(x)(hg)(y) + s g(x)(hf)(y) + V(x,y)Ψₛ(x,y).

Multiply by Ψₛ(x,y) and subtract the result for s = −1 from that for s = 1. Terms without s and terms with s² cancel, while terms linear in s are doubled. With

u(x) = 2[f(x)(hg)(x) + g(x)(hf)(x)],

the one-electron part of the difference is

u(x)ρ(y) + ρ(x)u(y).

Summed over x and y, each product contains the factor ∑ x, ρ(x) = ⟨f|g⟩ = 0, so the one-electron part vanishes. For the interaction,

Ψ₊(x,y)² − Ψ₋(x,y)² = 4 f(x)g(y)g(x)f(y) = 4ρ(x)ρ(y),

which gives 4K after multiplication by V(x,y) and summation. Division by the common squared norm 2 leaves

E₊ − E₋ = 2K.

Now let V be positive definite. If ρ is nonzero at some grid point, it is a nonzero vector, and K > 0. If ρ is zero everywhere, every term of K is zero. These two cases give both the sign of the splitting and the condition for it to vanish.

## Wavefunctions, energies and exchange in Lean

```lean
import Mathlib

open Matrix

namespace DisjointDiradical

noncomputable section

variable {X : Type*} [Fintype X]
```

The type `X` is the set of grid points. It can equally be read as the sites of a lattice model whose interaction depends only on site densities.

```lean
/-- The two-electron Hamiltonian `h(1) + h(2) + V(1,2)` acting on a spatial wavefunction
`Ψ(x, y)` on the grid. -/
def hamiltonian (h V : Matrix X X ℝ) (Ψ : X → X → ℝ) : X → X → ℝ := fun x y =>
  ∑ z, h x z * Ψ z y + ∑ z, h y z * Ψ x z + V x y * Ψ x y
```

A wavefunction is a real function of two grid points. The first sum applies `h` to electron 1, the second applies it to electron 2, and the last term multiplies by the interaction.

```lean
/-- The energy expectation value `⟨Ψ|H|Ψ⟩ / ⟨Ψ|Ψ⟩` of a nonzero real wavefunction `Ψ`. -/
def energy (h V : Matrix X X ℝ) (Ψ : X → X → ℝ) : ℝ :=
  (∑ x, ∑ y, Ψ x y * hamiltonian h V Ψ x y) / ∑ x, ∑ y, Ψ x y ^ 2
```

Dividing by the squared norm lets `energy` accept unnormalised wavefunctions.

```lean
/-- The unnormalised open-shell spatial wavefunction `f(x)g(y) + s g(x)f(y)`:
the singlet for `s = 1`, the triplet for `s = -1`. -/
def pairState (s : ℝ) (f g : X → ℝ) : X → X → ℝ := fun x y =>
  f x * g y + s * (g x * f y)
```

This is Ψₛ. Spin has no variable of its own: the assignment of `s = 1` to the singlet and `s = -1` to the triplet is the usual antisymmetry argument, made outside Lean.

```lean
/-- The singlet energy minus the triplet energy of the open-shell pair, for linearly
independent orbitals `f` and `g`. -/
def splitting (h V : Matrix X X ℝ) (f g : X → ℝ) : ℝ :=
  energy h V (pairState 1 f g) - energy h V (pairState (-1) f g)
```

The splitting is defined as a difference of two energies. Its relation to exchange is thus something to be proved.

```lean
/-- The exchange integral `K`, the interaction of the overlap density `f g` with itself. -/
def exchange (V : Matrix X X ℝ) (f g : X → ℝ) : ℝ :=
  ∑ x, ∑ y, f x * g x * V x y * (f y * g y)
```

The double sum runs over ordered pairs of points, including x = y.

## The difference of energies reduces to exchange

In the following statements `f ⬝ᵥ g` is the overlap ⟨f|g⟩, and `h *ᵥ f` is the matrix `h` applied to the orbital `f`. The hypotheses `hf`, `hg` and `hfg` together express orthonormality.

```lean
/-- For orthonormal orbitals the open-shell wavefunction with relative sign or weight `s`
has squared norm `1 + s²`. -/
theorem pairState_norm (s : ℝ) {f g : X → ℝ}
    (hf : f ⬝ᵥ f = 1) (hg : g ⬝ᵥ g = 1) (hfg : f ⬝ᵥ g = 0) :
    ∑ x, ∑ y, pairState s f g x y ^ 2 = 1 + s ^ 2 := by
  have hf' : ∑ x, f x * f x = 1 := hf
  have hg' : ∑ x, g x * g x = 1 := hg
  have hfg' : ∑ x, f x * g x = 0 := hfg
  have e : ∀ x y, pairState s f g x y ^ 2 = (f x * f x) * (g y * g y)
      + s ^ 2 * ((g x * g x) * (f y * f y)) + 2 * s * ((f x * g x) * (f y * g y)) := by
    intro x y
    unfold pairState
    ring
  simp only [e, Finset.sum_add_distrib, ← Finset.mul_sum, ← Finset.sum_mul]
  rw [hf', hg', hfg']
  ring
```

The equation `e` expands the square. The double sums then factor into products of single sums, which the three overlap values turn into 1 + s².

```lean
/-- The Hamiltonian applied to an open-shell wavefunction, with the one-electron operator
acting on each orbital in turn. -/
theorem hamiltonian_pairState (h V : Matrix X X ℝ) (s : ℝ) (f g : X → ℝ) (x y : X) :
    hamiltonian h V (pairState s f g) x y =
      (h *ᵥ f) x * g y + s * ((h *ᵥ g) x * f y)
      + (f x * (h *ᵥ g) y + s * (g x * (h *ᵥ f) y)) + V x y * pairState s f g x y := by
  have h1 : ∑ z, h x z * (f z * g y + s * (g z * f y))
      = (h *ᵥ f) x * g y + s * ((h *ᵥ g) x * f y) := by
    simp only [Matrix.mulVec, dotProduct, Finset.sum_mul, Finset.mul_sum,
      ← Finset.sum_add_distrib]
    exact Finset.sum_congr rfl fun z _ => by ring
  have h2 : ∑ z, h y z * (f x * g z + s * (g x * f z))
      = f x * (h *ᵥ g) y + s * (g x * (h *ᵥ f) y) := by
    simp only [Matrix.mulVec, dotProduct, Finset.mul_sum, ← Finset.sum_add_distrib]
    exact Finset.sum_congr rfl fun z _ => by ring
  simp only [hamiltonian, pairState]
  linear_combination h1 + h2
```

This is the formula for HΨₛ. The auxiliary equations `h1` and `h2` treat electrons 1 and 2 separately, and their sum gives the result.

```lean
/-- For orthonormal orbitals the singlet-triplet splitting is `2K`, whatever the
one-electron operator. -/
theorem splitting_eq_two_exchange (h V : Matrix X X ℝ) {f g : X → ℝ}
    (hf : f ⬝ᵥ f = 1) (hg : g ⬝ᵥ g = 1) (hfg : f ⬝ᵥ g = 0) :
    splitting h V f g = 2 * exchange V f g := by
  have hfg' : ∑ x, f x * g x = 0 := hfg
  -- the one-electron cross terms, each multiplied by the overlap of the orbitals
  obtain ⟨u, hu⟩ : ∃ u : X → ℝ, ∀ x, u x = 2 * (f x * (h *ᵥ g) x + g x * (h *ᵥ f) x) :=
    ⟨_, fun _ => rfl⟩
  have z1 : ∑ x, ∑ y, u x * (f y * g y) = 0 := by
    rw [← Finset.sum_mul_sum, hfg', mul_zero]
  have z2 : ∑ x, ∑ y, (f x * g x) * u y = 0 := by
    rw [← Finset.sum_mul_sum, hfg', zero_mul]
  have key : ∑ x, ∑ y, pairState 1 f g x y * hamiltonian h V (pairState 1 f g) x y
      - ∑ x, ∑ y, pairState (-1) f g x y * hamiltonian h V (pairState (-1) f g) x y
      = 4 * exchange V f g := by
    calc _ = ∑ x, ∑ y, (4 * (f x * g x * V x y * (f y * g y))
          + u x * (f y * g y) + (f x * g x) * u y) := by
          simp only [← Finset.sum_sub_distrib]
          refine Finset.sum_congr rfl fun x _ => Finset.sum_congr rfl fun y _ => ?_
          rw [hamiltonian_pairState, hamiltonian_pairState]
          simp only [pairState, hu]
          ring
      _ = 4 * exchange V f g := by
          simp only [Finset.sum_add_distrib]
          rw [z1, z2]
          simp only [exchange, Finset.mul_sum, add_zero]
  unfold splitting energy
  rw [pairState_norm 1 hf hg hfg, pairState_norm (-1) hf hg hfg]
  linear_combination key / 2
```

The function `u` is the one used above. The equations `z1` and `z2` say that the two one-electron sums vanish because each contains the overlap of `f` and `g`. The equation `key` is the difference of the numerators, 4K: `ring` checks the algebra at each pair of points, and then `z1` and `z2` remove the one-electron terms. The last line divides by the squared norm 2. Neither `h` nor `V` needs to be symmetric for this identity, although physical ones are.

## Positive definiteness and disjoint orbitals

```lean
/-- The exchange integral is the quadratic form of the interaction in the overlap density. -/
theorem exchange_eq_quadratic (V : Matrix X X ℝ) (f g : X → ℝ) :
    exchange V f g = (fun x => f x * g x) ⬝ᵥ (V *ᵥ fun x => f x * g x) := by
  simp only [exchange, Matrix.mulVec, dotProduct, Finset.mul_sum]
  exact Finset.sum_congr rfl fun x _ => Finset.sum_congr rfl fun y _ => by ring
```

Here K is rewritten as the quadratic form of `V` in ρ, the form to which positive definiteness applies.

```lean
/-- For a positive definite interaction, exchange is strictly positive as soon as the two
orbitals are both nonzero at some grid point. -/
theorem exchange_pos {V : Matrix X X ℝ} (hV : V.PosDef) {f g : X → ℝ}
    (hx : ∃ x, f x * g x ≠ 0) : 0 < exchange V f g := by
  obtain ⟨x, hx⟩ := hx
  have hne : (fun x => f x * g x) ≠ 0 := fun h0 => hx (congrFun h0 x)
  have hpos := hV.dotProduct_mulVec_pos hne
  rw [exchange_eq_quadratic]
  simpa only [star_trivial] using hpos
```

A grid point where both orbitals are nonzero makes ρ a nonzero vector, and `hV` makes its quadratic form positive. For real matrices `V.PosDef` includes symmetry.

```lean
/-- With orthonormal orbitals and a positive definite interaction, the singlet-triplet splitting is
`2K`, it is nonnegative, and it vanishes exactly when the orbitals are disjoint, `f(x)g(x) = 0` at
every grid point. -/
theorem hund_rule_disjoint (h : Matrix X X ℝ) {V : Matrix X X ℝ} (hV : V.PosDef)
    {f g : X → ℝ} (hf : f ⬝ᵥ f = 1) (hg : g ⬝ᵥ g = 1) (hfg : f ⬝ᵥ g = 0) :
    splitting h V f g = 2 * exchange V f g ∧ 0 ≤ splitting h V f g ∧
      (splitting h V f g = 0 ↔ ∀ x, f x * g x = 0) := by
  have hs := splitting_eq_two_exchange h V hf hg hfg
  by_cases hd : ∀ x, f x * g x = 0
  · -- disjoint orbitals have no overlap density, hence no exchange
    have hK : exchange V f g = 0 := by simp only [exchange, hd, zero_mul, Finset.sum_const_zero]
    have h0 : splitting h V f g = 0 := by rw [hs, hK, mul_zero]
    exact ⟨hs, h0.ge, fun _ => hd, fun _ => h0⟩
  · have hK := exchange_pos hV (not_forall.mp hd)
    have hpos : 0 < splitting h V f g := by linarith
    exact ⟨hs, hpos.le, fun h0 => absurd h0 hpos.ne', fun h0 => absurd h0 hd⟩
```

The theorem states three things for any one-electron matrix `h`: the splitting is 2K, it is at least zero, and it is zero exactly when the product of the orbitals vanishes at every point. The proof separates the disjoint case, where K is a sum of zeros, from the case of a shared point, where `exchange_pos` makes the splitting strictly positive.

The Lean name of the theorem alludes to Hund's rule, which in its usual sense concerns the ground state of an atom. What is compared here is one singlet and one triplet configuration built from the same fixed orbitals. The step to a real diradical is from these expectation values to exact eigenvalues: the true singlet can also mix in configurations with both electrons in one orbital, both states relax and correlate, and the singlet can end up below the triplet.

For two electrons on a finite grid with fixed disjoint orbitals, the single-configuration gap is zero, so any gap between the exact lowest singlet and triplet energies comes from what the two fixed configurations leave out: the mixing with doubly occupied configurations, relaxation and correlation. A gap computed with an approximate correlated method can also contain that method's own error.

## A lower bound and the Hubbard case

```lean
/-- If the quadratic form of the interaction is at least `c` times the squared norm, the
splitting for orthonormal orbitals is at least `2c` times the sum of `(f g)²` over the grid. -/
theorem splitting_lower_bound (h V : Matrix X X ℝ) {c : ℝ}
    (hc : ∀ r : X → ℝ, c * (r ⬝ᵥ r) ≤ r ⬝ᵥ (V *ᵥ r))
    {f g : X → ℝ} (hf : f ⬝ᵥ f = 1) (hg : g ⬝ᵥ g = 1) (hfg : f ⬝ᵥ g = 0) :
    2 * c * ∑ x, (f x * g x) ^ 2 ≤ splitting h V f g := by
  have hb := hc fun x => f x * g x
  rw [← exchange_eq_quadratic] at hb
  have hn : (fun x => f x * g x) ⬝ᵥ (fun x => f x * g x) = ∑ x, (f x * g x) ^ 2 :=
    Finset.sum_congr rfl fun x _ => by ring
  rw [hn] at hb
  rw [splitting_eq_two_exchange h V hf hg hfg]
  linarith
```

The hypothesis `hc` bounds the self-energy of every density `r` from below by `c` times its squared norm. For symmetric V, the smallest eigenvalue is such a constant. Applied to ρ, the bound reads K ≥ c ∑ x, ρ(x)², and doubling it gives the theorem. With c > 0 it turns the amount of shared density into a minimum splitting.

```lean
/-- For a Hubbard repulsion `U(x)` acting only on the same site, the splitting for
orthonormal orbitals is twice the sum of `U (f g)²` over the sites. -/
theorem hubbard_splitting [DecidableEq X] (h : Matrix X X ℝ) (U : X → ℝ)
    {f g : X → ℝ} (hf : f ⬝ᵥ f = 1) (hg : g ⬝ᵥ g = 1) (hfg : f ⬝ᵥ g = 0) :
    splitting h (Matrix.diagonal U) f g = 2 * ∑ x, U x * (f x * g x) ^ 2 := by
  rw [splitting_eq_two_exchange h _ hf hg hfg, exchange_eq_quadratic]
  congr 1
  simp only [dotProduct, Matrix.mulVec_diagonal]
  exact Finset.sum_congr rfl fun x _ => by ring
```

In a Hubbard model the electrons interact only on the same site, so V is diagonal with entries U(x). The double sum for K collapses to a single one, and

E₊ − E₋ = 2 ∑ x, U(x)(f(x)g(x))².

The theorem allows any real values U(x). If all of them are positive, V is positive definite and the main theorem applies as well.

## A constant interaction gives no splitting

```lean
/-- Positive semidefiniteness is not enough: for a constant interaction on two sites, the
orthonormal orbitals `(3/5, 4/5)` and `(4/5, -3/5)` share both sites, yet the splitting is zero. -/
theorem semidefinite_counterexample (h : Matrix (Fin 2) (Fin 2) ℝ) :
    (!![1, 1; 1, 1] : Matrix (Fin 2) (Fin 2) ℝ).PosSemidef ∧
      (![3/5, 4/5] : Fin 2 → ℝ) ⬝ᵥ ![3/5, 4/5] = 1 ∧
      (![4/5, -3/5] : Fin 2 → ℝ) ⬝ᵥ ![4/5, -3/5] = 1 ∧
      (![3/5, 4/5] : Fin 2 → ℝ) ⬝ᵥ ![4/5, -3/5] = 0 ∧
      (∀ x, (![3/5, 4/5] : Fin 2 → ℝ) x * (![4/5, -3/5] : Fin 2 → ℝ) x ≠ 0) ∧
      splitting h !![1, 1; 1, 1] ![3/5, 4/5] ![4/5, -3/5] = 0 := by
  have hf : (![3/5, 4/5] : Fin 2 → ℝ) ⬝ᵥ ![3/5, 4/5] = 1 := by
    norm_num [dotProduct, Fin.sum_univ_two]
  have hg : (![4/5, -3/5] : Fin 2 → ℝ) ⬝ᵥ ![4/5, -3/5] = 1 := by
    norm_num [dotProduct, Fin.sum_univ_two]
  have hfg : (![3/5, 4/5] : Fin 2 → ℝ) ⬝ᵥ ![4/5, -3/5] = 0 := by
    norm_num [dotProduct, Fin.sum_univ_two]
  refine ⟨?_, hf, hg, hfg, ?_, ?_⟩
  · -- the constant matrix is a Gram matrix
    have hB : (!![1, 1; 1, 1] : Matrix (Fin 2) (Fin 2) ℝ)
        = (!![1, 1; 0, 0] : Matrix (Fin 2) (Fin 2) ℝ)ᴴ * !![1, 1; 0, 0] := by
      ext i j
      fin_cases i <;> fin_cases j <;> simp [Matrix.mul_apply, Fin.sum_univ_two]
    rw [hB]
    exact Matrix.posSemidef_conjTranspose_mul_self _
  · intro x
    fin_cases x <;> norm_num
  · rw [splitting_eq_two_exchange h _ hf hg hfg]
    norm_num [exchange, Fin.sum_univ_two]

end

end DisjointDiradical
```

On two sites, take V(x,y) = 1 for all x and y. The orbitals (3/5, 4/5) and (4/5, −3/5) are orthonormal, and their overlap density is (12/25, −12/25). Both sites are shared, yet

K = (12/25 − 12/25)² = 0.

A constant interaction shifts the singlet and the triplet by the same energy, so it can't separate them. Positive semidefiniteness of V is therefore too weak to conclude from a zero splitting that the orbitals are disjoint.

The proof obtains semidefiniteness by writing the constant matrix as a Gram matrix BᴴB, where B has rows (1, 1) and (0, 0). The overlaps are evaluated in exact rational arithmetic, and the zero splitting follows from `splitting_eq_two_exchange`.

```lean
#print axioms DisjointDiradical.hund_rule_disjoint
-- 'DisjointDiradical.hund_rule_disjoint' depends on axioms: [propext, Classical.choice, Quot.sound]
#print axioms DisjointDiradical.splitting_lower_bound
-- 'DisjointDiradical.splitting_lower_bound' depends on axioms: [propext, Classical.choice, Quot.sound]
#print axioms DisjointDiradical.hubbard_splitting
-- 'DisjointDiradical.hubbard_splitting' depends on axioms: [propext, Classical.choice, Quot.sound]
#print axioms DisjointDiradical.semidefinite_counterexample
-- 'DisjointDiradical.semidefinite_counterexample' depends on axioms: [propext, Classical.choice, Quot.sound]
```
